# The far limit of a density-weighted orbital shift on and off the nodal plane of a slowly decaying HOMO

## Two orbital densities and their average

Let r be the distance from the centre of a finite system and θ the polar angle measured from the z axis. The highest occupied orbital (HOMO) is of p_z type, proportional to r cos θ exp(−ar), and the next lower orbital is spherical, proportional to exp(−br). With all prefactors set to one and lengths in a fixed unit, their densities are

n_H(r, θ) = r² cos²θ exp(−2ar)

n_N(r) = exp(−2br)

The HOMO density vanishes on the plane cos θ = 0, its nodal plane. The constants a and b are decay constants of the orbitals, so the densities decay with 2a and 2b.

Each orbital carries a constant energy shift, vH for the HOMO and vN for the next orbital. The potential studied here is the average of the two shifts, weighted by the densities:

v(r, θ) = (vH n_H + vN n_N) / (n_H + n_N)

The denominator is positive everywhere, because n_N is.

The one physical condition is a < b: the HOMO decays more slowly than the orbital below it. It stands for the HOMO being the less strongly bound of the two. In a potential that vanishes at large distance like 1/r or faster, an orbital of energy ε < 0 decays like exp(−√(−2ε) r) in atomic units, up to powers of r, so the higher energy gives the smaller decay constant.

Averages of this kind occur in the Krieger–Li–Iafrate (KLI) approximation to the exact-exchange potential, where orbital-dependent constants are weighted by orbital densities and the constant of the HOMO is set to zero. The present model keeps only that shift term, for two orbitals with prescribed exponents and prescribed shifts, and shows how a constant can survive along the nodal plane of the HOMO.

## What happens at large distance

Assume a < b and keep the direction θ fixed while r → ∞. Then

v(r, θ) → vH if cos θ ≠ 0

v(r, θ) → vN if cos θ = 0

With vH = 0 and vN = C, the potential is

v(r, θ) = C exp(−2br) / (r² cos²θ exp(−2ar) + exp(−2br))

and it tends to 0 off the nodal plane and to C on it.

Three further results describe the approach to these limits. Off the plane, the leading deviation from vH is (vN − vH) / (r² cos²θ exp(2(b−a)r)). Close to the plane there is a layer, exponentially thin at large r, across which the potential changes from vN on the plane to values near vH. As a consequence, if vN ≠ vH, the convergence to vH is not uniform over the directions off the plane.

## The derivation by hand

**One formula for all directions.** Rewrite the numerator as

vH n_H + vN n_N = vH (n_H + n_N) + (vN − vH) n_N

and divide by n_H + n_N:

v = vH + (vN − vH) / (1 + n_H/n_N)

The ratio of the densities is

n_H/n_N = r² cos²θ exp(−2ar) / exp(−2br) = (r cos θ)² exp(2(b−a)r)

so that

v = vH + (vN − vH) / (1 + (r cos θ)² exp(2(b−a)r))

The quantity r cos θ is the signed distance z from the nodal plane. The potential is controlled by the product of z² and the growing exponential.

**On the plane.** If cos θ = 0, the denominator is 1 and v = vN at every r. No limit has to be taken.

**Off the plane.** Put G(r) = r² exp(2(b−a)r). Since b − a > 0, both factors grow without bound, and so does G. For cos θ ≠ 0 the denominator 1 + cos²θ G(r) diverges, the correction vanishes, and v → vH.

**The leading deviation.** For r > 0 we have G(r) > 0, and

(v − vH) G = (vN − vH) G / (1 + cos²θ G) = (vN − vH) / (1/G + cos²θ)

Since 1/G → 0, the right-hand side tends to (vN − vH)/cos²θ.

**The layer.** Take a number s ≠ 0 and choose the direction at distance r so that

r cos θ = s exp(−(b−a)r)

This requires |s| exp(−(b−a)r)/r ≤ 1, which holds as soon as r > 0 and r ≥ |s|. Then (r cos θ)² exp(2(b−a)r) = s², and

v = vH + (vN − vH)/(1 + s²)

The chosen direction is off the plane, since s ≠ 0, but it turns towards the plane as r grows. As s varies, the fraction 1/(1 + s²) takes every value strictly between 0 and 1, so every value strictly between vH and vN occurs at arbitrarily large distance.

**No uniform limit.** For s = 1 the deviation from vH has size |vN − vH|/2. Uniform convergence would make all deviations off the plane smaller than this number once r is large enough. If vN ≠ vH, the directions with s = 1 contradict that.

For a calculation on a fixed, finite set of angular directions, this two-orbital model means that each ray settles to one of the two limits, while the layer between them eventually becomes thinner than the angular spacing.

**Normalised orbitals.** For a > 0 and b > 0, the normalised densities are (a⁵/π) r² cos²θ exp(−2ar) and (b³/π) exp(−2br). With equal occupations, the ratio n_H/n_N is multiplied by a⁵/b³. The two limits stay the same, the coefficient of the leading deviation becomes (vN − vH) b³/(a⁵ cos²θ), and the layer lies at r cos θ = s √(b³/a⁵) exp(−(b−a)r). The Lean file works with unit prefactors throughout.

## The same objects in Lean

The definitions `homoDensity`, `nextDensity` and `orbitalShift` are n_H, n_N and v. All arguments are real numbers. The angle is not restricted to the interval from 0 to π, since only its cosine enters, and the azimuthal angle is absent because nothing depends on it.

The main theorem, `tendsto_orbitalShift`, has the single hypothesis `a < b`. Positive decay constants are needed for the orbitals to be normalisable, but not for the limits. In the theorem, `atTop` means r → ∞, and the limit is written as `if Real.cos θ = 0 then vN else vH`. The angle is fixed before r is sent to infinity, so this is a limit along a ray. `tendsto_shift_zero_homo` states the case vH = 0, vN = C with the explicit fraction.

`tendsto_scaled_deviation` gives the leading deviation for a direction with cos θ ≠ 0. In `exists_direction_in_layer`, the prefix `∀ᶠ r in atTop, ∃ θ` reads "for all sufficiently large r there is an angle θ"; here the angle may depend on r. `not_tendstoUniformlyOn` denies uniform convergence to vH on the set of all angles with nonzero cosine, under the additional hypothesis `vN ≠ vH`.

The shifts are given constants. They are not computed from an exchange functional, and the orbitals are not solutions of a self-consistent equation. Further occupied orbitals, other angular shapes and the remaining parts of an exchange potential are absent from the model.

## The complete file

```lean
import Mathlib

open Filter Topology

namespace NodalHomoPotential

noncomputable section

/-- Density of a HOMO with a nodal plane at `cos θ = 0` and orbital decay constant `a`. -/
def homoDensity (a r θ : ℝ) : ℝ := r ^ 2 * Real.cos θ ^ 2 * Real.exp (-2 * a * r)

/-- Density of the next lower orbital, spherical with orbital decay constant `b`. -/
def nextDensity (b r : ℝ) : ℝ := Real.exp (-2 * b * r)

/-- The density-weighted average of the orbital shifts `vH` (HOMO) and `vN` (next orbital).
The total density in the denominator is positive everywhere. -/
def orbitalShift (a b vH vN r θ : ℝ) : ℝ :=
  (vH * homoDensity a r θ + vN * nextDensity b r) / (homoDensity a r θ + nextDensity b r)

/-- The potential is the HOMO shift plus the correction `(vN - vH) / (1 + z² exp(2(b - a)r))`, where
`z = r cos θ` is the signed distance from the nodal plane. -/
theorem orbitalShift_eq (a b vH vN r θ : ℝ) :
    orbitalShift a b vH vN r θ =
      vH + (vN - vH) / (1 + (r * Real.cos θ) ^ 2 * Real.exp (2 * (b - a) * r)) := by
  -- factor the density of the next orbital out of the HOMO density
  have h : Real.exp (-2 * a * r) = Real.exp (-2 * b * r) * Real.exp (2 * (b - a) * r) := by
    rw [← Real.exp_add]
    congr 1
    ring
  unfold orbitalShift homoDensity nextDensity
  rw [h]
  have hden : 1 + (r * Real.cos θ) ^ 2 * Real.exp (2 * (b - a) * r) ≠ 0 := by positivity
  have hden2 : r ^ 2 * Real.cos θ ^ 2 *
      (Real.exp (-2 * b * r) * Real.exp (2 * (b - a) * r)) + Real.exp (-2 * b * r) ≠ 0 := by
    positivity
  have hq := div_mul_cancel₀ (vN - vH) hden
  rw [div_eq_iff hden2]
  linear_combination (-Real.exp (-2 * b * r)) * hq

/-- For `a < b`, the factor `r² exp(2(b - a)r)` grows without bound. -/
theorem tendsto_growth {a b : ℝ} (hab : a < b) :
    Tendsto (fun r : ℝ => r ^ 2 * Real.exp (2 * (b - a) * r)) atTop atTop := by
  have hc : 0 < 2 * (b - a) := by linarith
  have h1 : Tendsto (fun r : ℝ => r ^ 2) atTop atTop := tendsto_pow_atTop two_ne_zero
  have h2 : Tendsto (fun r : ℝ => Real.exp (2 * (b - a) * r)) atTop atTop :=
    Real.tendsto_exp_atTop.comp (tendsto_id.const_mul_atTop hc)
  exact h1.atTop_mul_atTop₀ h2

/-- On the nodal plane the potential equals the shift of the next orbital at every distance. -/
theorem orbitalShift_on_node (a b vH vN r : ℝ) {θ : ℝ} (hθ : Real.cos θ = 0) :
    orbitalShift a b vH vN r θ = vN := by
  rw [orbitalShift_eq, hθ]
  ring

/-- If the HOMO decays more slowly than the next orbital (`a < b`), the potential far out along
a fixed direction tends to the shift of the next orbital on the nodal plane of the HOMO, and to
the shift of the HOMO in every other direction. -/
theorem tendsto_orbitalShift {a b : ℝ} (hab : a < b) (vH vN θ : ℝ) :
    Tendsto (fun r => orbitalShift a b vH vN r θ) atTop
      (𝓝 (if Real.cos θ = 0 then vN else vH)) := by
  split_ifs with hθ
  · exact tendsto_const_nhds.congr fun r => (orbitalShift_on_node a b vH vN r hθ).symm
  · -- off the node the denominator of the correction diverges
    have hc : 0 < Real.cos θ ^ 2 := by positivity
    have hden : Tendsto
        (fun r : ℝ => 1 + (r * Real.cos θ) ^ 2 * Real.exp (2 * (b - a) * r)) atTop atTop := by
      refine (tendsto_atTop_add_const_left _ 1
        ((tendsto_growth hab).const_mul_atTop hc)).congr fun r => ?_
      ring
    have h := (hden.const_div_atTop (vN - vH)).const_add vH
    rw [add_zero] at h
    exact h.congr fun r => (orbitalShift_eq a b vH vN r θ).symm

/-- With the HOMO shift set to zero and `a < b`, the potential far out tends to `C` on the nodal
plane and to zero in every other direction. -/
theorem tendsto_shift_zero_homo {a b : ℝ} (hab : a < b) (C θ : ℝ) :
    Tendsto (fun r : ℝ => C * Real.exp (-2 * b * r) /
        (r ^ 2 * Real.cos θ ^ 2 * Real.exp (-2 * a * r) + Real.exp (-2 * b * r))) atTop
      (𝓝 (if Real.cos θ = 0 then C else 0)) := by
  refine (tendsto_orbitalShift hab 0 C θ).congr fun r => ?_
  simp only [orbitalShift, homoDensity, nextDensity, zero_mul, zero_add]

/-- For `a < b` and a direction off the nodal plane, the deviation from the HOMO shift, multiplied
by `r² exp(2(b - a)r)`, tends to `(vN - vH) / cos² θ`. -/
theorem tendsto_scaled_deviation {a b : ℝ} (hab : a < b) (vH vN : ℝ) {θ : ℝ}
    (hθ : Real.cos θ ≠ 0) :
    Tendsto (fun r => (orbitalShift a b vH vN r θ - vH) *
        (r ^ 2 * Real.exp (2 * (b - a) * r))) atTop
      (𝓝 ((vN - vH) / Real.cos θ ^ 2)) := by
  have h0 := (tendsto_growth hab).inv_tendsto_atTop.add_const (Real.cos θ ^ 2)
  rw [zero_add] at h0
  have h1 := (tendsto_const_nhds (x := vN - vH)).div h0 (pow_ne_zero 2 hθ)
  refine h1.congr' ?_
  filter_upwards [eventually_gt_atTop (0 : ℝ)] with r hr
  have hG : r ^ 2 * Real.exp (2 * (b - a) * r) ≠ 0 := by positivity
  have hGi := mul_inv_cancel₀ hG
  have hd1 : (r ^ 2 * Real.exp (2 * (b - a) * r))⁻¹ + Real.cos θ ^ 2 ≠ 0 := by positivity
  have hd2 : 1 + (r * Real.cos θ) ^ 2 * Real.exp (2 * (b - a) * r) ≠ 0 := by positivity
  change (vN - vH) / ((r ^ 2 * Real.exp (2 * (b - a) * r))⁻¹ + Real.cos θ ^ 2) = _
  rw [orbitalShift_eq, add_sub_cancel_left, div_mul_eq_mul_div, div_eq_div_iff hd1 hd2]
  linear_combination (-(vN - vH)) * hGi

/-- For `a < b` and any `s ≠ 0`, at every sufficiently large distance there is a direction off the
nodal plane in which the potential equals `vH + (vN - vH) / (1 + s²)`. -/
theorem exists_direction_in_layer {a b : ℝ} (hab : a < b) (vH vN : ℝ) {s : ℝ} (hs : s ≠ 0) :
    ∀ᶠ r in atTop, ∃ θ, Real.cos θ ≠ 0 ∧
      orbitalShift a b vH vN r θ = vH + (vN - vH) / (1 + s ^ 2) := by
  filter_upwards [eventually_gt_atTop (0 : ℝ), eventually_ge_atTop |s|] with r hr hsr
  have hE : 1 ≤ Real.exp ((b - a) * r) :=
    Real.one_le_exp (mul_nonneg (by linarith) hr.le)
  have hpos : 0 < r * Real.exp ((b - a) * r) := by positivity
  have hle : |s| ≤ r * Real.exp ((b - a) * r) :=
    hsr.trans (le_mul_of_one_le_right hr.le hE)
  -- the direction for which `r cos θ = s exp(-(b - a)r)`
  have hx : |s / (r * Real.exp ((b - a) * r))| ≤ 1 := by
    rw [abs_div, abs_of_pos hpos]
    exact (div_le_one hpos).mpr hle
  have hcos := Real.cos_arccos (abs_le.mp hx).1 (abs_le.mp hx).2
  refine ⟨Real.arccos (s / (r * Real.exp ((b - a) * r))), ?_, ?_⟩
  · rw [hcos]
    exact div_ne_zero hs hpos.ne'
  · have hexp : Real.exp (2 * (b - a) * r) = Real.exp ((b - a) * r) ^ 2 := by
      rw [sq, ← Real.exp_add]
      congr 1
      ring
    have hq := div_mul_cancel₀ s hpos.ne'
    have hsq : (r * (s / (r * Real.exp ((b - a) * r)))) ^ 2 * Real.exp ((b - a) * r) ^ 2
        = s ^ 2 := by
      rw [← mul_pow]
      congr 1
      calc r * (s / (r * Real.exp ((b - a) * r))) * Real.exp ((b - a) * r)
          = s / (r * Real.exp ((b - a) * r)) * (r * Real.exp ((b - a) * r)) := by
            generalize s / (r * Real.exp ((b - a) * r)) = q
            ring
        _ = s := hq
    rw [orbitalShift_eq, hcos, hexp, hsq]

/-- For `a < b` and two different orbital shifts, the potential does not approach the HOMO shift
uniformly over the directions off the nodal plane. -/
theorem not_tendstoUniformlyOn {a b vH vN : ℝ} (hab : a < b) (hv : vN ≠ vH) :
    ¬ TendstoUniformlyOn (fun r θ => orbitalShift a b vH vN r θ) (fun _ => vH) atTop
      {θ | Real.cos θ ≠ 0} := by
  intro h
  rw [Metric.tendstoUniformlyOn_iff] at h
  have hpos : 0 < |vN - vH| / 2 := half_pos (abs_pos.mpr (sub_ne_zero.mpr hv))
  -- in the layer with `s = 1` the deviation stays at half the difference of the shifts
  obtain ⟨r, hr, θ, hθ, hval⟩ :=
    ((h _ hpos).and (exists_direction_in_layer hab vH vN one_ne_zero)).exists
  have h2 : dist vH (orbitalShift a b vH vN r θ) < |vN - vH| / 2 := hr θ hθ
  have he : vH - (vH + (vN - vH) / (1 + 1 ^ 2)) = -((vN - vH) / 2) := by ring
  rw [hval, Real.dist_eq, he, abs_neg, abs_div, abs_two] at h2
  exact lt_irrefl _ h2

end

end NodalHomoPotential
```

```lean
#print axioms NodalHomoPotential.tendsto_orbitalShift
#print axioms NodalHomoPotential.tendsto_shift_zero_homo
#print axioms NodalHomoPotential.tendsto_scaled_deviation
#print axioms NodalHomoPotential.not_tendstoUniformlyOn
```

```
'NodalHomoPotential.tendsto_orbitalShift' depends on axioms: [propext, Classical.choice, Quot.sound]
'NodalHomoPotential.tendsto_shift_zero_homo' depends on axioms: [propext, Classical.choice, Quot.sound]
'NodalHomoPotential.tendsto_scaled_deviation' depends on axioms: [propext, Classical.choice, Quot.sound]
'NodalHomoPotential.not_tendstoUniformlyOn' depends on axioms: [propext, Classical.choice, Quot.sound]
```

## From the common formula to the limits

`orbitalShift_eq` is the common formula on which the results about the potential rest. Its first step, `h`, writes exp(−2ar) as exp(−2br) exp(2(b−a)r), which is the division by n_N seen from the other side. The tactic `positivity` shows that both denominators are nonzero. After the fraction on the left has been cleared, `linear_combination` closes the identity, using `hq`, which says that the correction times its own denominator is vN − vH.

`tendsto_growth` is the divergence of G. It treats r² and the exponential separately and then multiplies two functions that tend to infinity. The hypothesis `a < b` enters here, as the positivity of the rate 2(b−a).

`orbitalShift_on_node` inserts cos θ = 0 into the common formula. It needs no relation between a and b.

In `tendsto_orbitalShift`, `split_ifs` separates the two kinds of direction. On the plane the function is constant and equal to vN. Off the plane, `hden` shows that 1 + cos²θ G(r) diverges, `const_div_atTop` turns this into a vanishing correction, and adding vH gives the limit. `tendsto_shift_zero_homo` then sets vH = 0 and unfolds the definitions to reach the explicit fraction.

## The deviation, the layer and the failure of uniformity

`tendsto_scaled_deviation` starts from the form (vN − vH)/(1/G + cos²θ). The limit of the denominator is cos²θ, which is nonzero by hypothesis, so the limit of the quotient follows. What remains is to identify this form with (v − vH) G. That is done only for r > 0, where G is nonzero, and it suffices because a limit at infinity depends only on large r.

`exists_direction_in_layer` constructs the angle as the arccosine of s/(r exp((b−a)r)). The condition r ≥ |s|, together with exp((b−a)r) ≥ 1, places this argument between −1 and 1; this is `hx`. The cosine of the constructed angle is therefore the prescribed number, and it is nonzero because s is. The identity `hsq` is the cancellation that leaves s² in the denominator of the common formula.

`not_tendstoUniformlyOn` assumes uniform convergence and applies it with the tolerance |vN − vH|/2. Both this bound and the layer result for s = 1 hold for all sufficiently large r, so some r satisfies both. At that r there is a direction off the plane whose deviation equals the tolerance, although it should be strictly smaller. The last line, `lt_irrefl`, is this contradiction: no number is less than itself.
